# At integer electron number, without self-interaction and with positive pair couplings, every fixed-orbital Hartree-Fock minimiser has occupations 0 or 1

If fractional occupations could lower the Hartree-Fock energy at fixed orbitals, the best determinant built from those orbitals would not be the bottom of the energy functional, and a smeared calculation could slide below it. That worries me for open-shell atoms. In carbon I can put the two 2p electrons into two spin-orbitals, or spread them over all six with occupation 1/3 each. Electrostatics seems to favour spreading, because a charge cloud repels itself less when it is more dilute. Can smearing take the energy below that of every determinant?

## Moving charge both ways between two orbitals

No, as long as no spin-orbital interacts with itself, distinct spin-orbitals repel each other, and the electron number is an integer. The electrostatic intuition fails because a Hartree-Fock electron in one spin-orbital has no self-repulsion to save.

Let n_i be the occupation of spin-orbital i, between 0 and 1, with the occupations summing to an integer N. Let h_i be the one-electron energies and g_ij = g_ji the pair couplings, Coulomb minus exchange. The energy is

E(n) = Σ_i h_i n_i + ½ Σ_i Σ_j g_ij n_i n_j.

Coulomb and exchange cancel for i = j, so g_ii = 0. For two different orthonormal spin-orbitals, g_ij is the mean Coulomb repulsion in their two-electron determinant, which is positive.

Define the orbital energy ε_i = h_i + Σ_j g_ij n_j, and move a charge t from orbital j to a different orbital i. The one-electron part changes by t(h_i − h_j). In the pair part, the symmetry of g merges the two terms linear in t into

t(Σ_k g_ik n_k − Σ_k g_jk n_k),

and the quadratic term is ½t²(g_ii + g_jj − 2g_ij). Altogether,

ΔE(t) = t(ε_i − ε_j) + t²((g_ii + g_jj)/2 − g_ij).

Now suppose that a minimiser has a fractional n_i. If all other occupations were 0 or 1, n_i would be N minus an integer, which is impossible strictly between 0 and 1. So a second orbital j is fractional too. The charge

t = min(n_i, 1 − n_i, n_j, 1 − n_j) > 0

can then be moved in either direction without breaking a constraint. With g_ii = g_jj = 0, the linear terms cancel in the sum:

ΔE(t) + ΔE(−t) = −2t² g_ij < 0.

At least one of the two transfers lowers the energy, which contradicts minimality.

If some couplings vanish, fractional minimisers may exist, but a determinant still does at least as well. The allowed occupations form a compact set, so E has a minimum there. Among its minimisers, choose one with the largest Q = Σ_k n_k². If it had a fractional orbital, it would have two, i and j. Both ΔE(t) and ΔE(−t) are non-negative by minimality, and their sum is at most zero, so both vanish and both transfers lead to minimisers. But

ΔQ(t) = 2t(n_i − n_j) + 2t²,
ΔQ(t) + ΔQ(−t) = 4t² > 0,

so one of them raises Q, a contradiction. The chosen minimiser therefore has N occupations equal to 1 and the rest equal to 0.

The smallest case shows the cost. One electron split into x and 1 − x over two orbitals of equal energy e, with coupling u, has

E = ex + e(1 − x) + ½(u x(1 − x) + u(1 − x)x) = e + u x(1 − x).

At x = ½ this is u/4 above either determinant: the functional lets the two halves of one electron repel each other.

## Occupations, couplings and determinants in Lean

The finite type `ι` labels the spin-orbitals, and `h` and `g` are arbitrary real numbers, not integrals computed from orbitals. `energy h g n` is E(n), with the factor ½ and the sum over all ordered pairs. `occupations N` collects the occupations in [0,1] with sum `N`, a natural number. `determinant S` is the occupation pattern of a set `S`, not a wavefunction.

`minimiser_integer` assumes symmetry (`hg`), zero self-interaction (`hd`) and positive coupling between distinct orbitals (`hpos`). It says that each occupation of any minimiser over `occupations N` is 0 or 1. `smearing_never_lowers` replaces positivity by non-negativity (`hnn`) and says that for every allowed `n` there is a set `S` of exactly `N` orbitals whose determinant has energy at most E(n). `degenerate_pair` is the two-orbital formula, for all real `e`, `u` and `x`.

For a smeared Hartree-Fock calculation, this means that fractional filling of a finite set of frozen orbitals cannot give an energy below that of the best determinant from the same set. Orbital relaxation and the entropy term of a finite-temperature free energy are absent from the model. The best determinant also need not have the spin or spatial symmetry of an atomic term.

```lean
import Mathlib

open Finset

namespace HartreeFockOccupations

noncomputable section

variable {ι : Type*} [Fintype ι] [DecidableEq ι]

/-- The fixed-orbital Hartree-Fock energy of occupations `n`, with one-electron energies `h`
and pair couplings `g` (Coulomb minus exchange). -/
def energy (h : ι → ℝ) (g : ι → ι → ℝ) (n : ι → ℝ) : ℝ :=
  ∑ i, h i * n i + 1 / 2 * ∑ i, ∑ j, g i j * n i * n j

/-- The energy of spin-orbital `i` in the mean field of the occupations `n`. -/
def orbitalEnergy (h : ι → ℝ) (g : ι → ι → ℝ) (n : ι → ℝ) (i : ι) : ℝ :=
  h i + ∑ j, g i j * n j

/-- The occupations between 0 and 1 that hold `N` electrons in total. -/
def occupations (N : ℕ) : Set (ι → ℝ) :=
  {n | (∀ i, 0 ≤ n i ∧ n i ≤ 1) ∧ ∑ i, n i = N}

/-- The occupations after a charge `t` has moved from spin-orbital `j` to spin-orbital `i`. -/
def transfer (n : ι → ℝ) (i j : ι) (t : ℝ) : ι → ℝ :=
  fun k => n k + t * ((if k = i then 1 else 0) - (if k = j then 1 else 0))

/-- The occupations of a single determinant: 1 on the set `S` and 0 elsewhere. -/
def determinant (S : Finset ι) : ι → ℝ := fun i => if i ∈ S then 1 else 0

/-- A one-electron quantity `f`, summed over the occupations, changes by `t (f i - f j)` when
a charge `t` moves from `j` to `i`. -/
theorem sum_mul_transfer (f n : ι → ℝ) (i j : ι) (t : ℝ) :
    ∑ k, f k * transfer n i j t k = ∑ k, f k * n k + t * (f i - f j) := by
  have hk : ∀ k, f k * transfer n i j t k = f k * n k +
      ((if k = i then t * f k else 0) - (if k = j then t * f k else 0)) := by
    intro k
    unfold transfer
    split_ifs <;> ring
  simp only [hk, Finset.sum_add_distrib, Finset.sum_sub_distrib, Finset.sum_ite_eq',
    Finset.mem_univ, if_true]
  ring

/-- For symmetric couplings, moving a charge `t` from `j` to `i` changes the energy by the
difference of orbital energies times `t`, plus a term quadratic in `t`. -/
theorem energy_transfer (h : ι → ℝ) (g : ι → ι → ℝ) (hg : ∀ a b, g a b = g b a)
    (n : ι → ℝ) (i j : ι) (t : ℝ) :
    energy h g (transfer n i j t) = energy h g n
      + t * (orbitalEnergy h g n i - orbitalEnergy h g n j)
      + t ^ 2 * ((g i i + g j j) / 2 - g i j) := by
  -- write the pair energy as the mean field summed over the occupations
  have form : ∀ m : ι → ℝ, energy h g m =
      ∑ a, h a * m a + 1 / 2 * ∑ a, (∑ b, g a b * m b) * m a := by
    intro m
    unfold energy
    congr 2
    refine Finset.sum_congr rfl fun a _ => ?_
    rw [Finset.sum_mul]
    exact Finset.sum_congr rfl fun b _ => by ring
  have row : ∀ a, ∑ b, g a b * transfer n i j t b =
      ∑ b, g a b * n b + t * (g a i - g a j) := fun a => sum_mul_transfer (g a) n i j t
  have cross : ∑ a, (∑ b, g a b * n b + t * (g a i - g a j)) * n a =
      ∑ a, (∑ b, g a b * n b) * n a + t * (∑ b, g i b * n b - ∑ b, g j b * n b) := by
    rw [← Finset.sum_sub_distrib, Finset.mul_sum, ← Finset.sum_add_distrib]
    refine Finset.sum_congr rfl fun a _ => ?_
    rw [hg a i, hg a j]
    ring
  have quad := sum_mul_transfer (fun a => ∑ b, g a b * transfer n i j t b) n i j t
  simp only [row] at quad
  rw [cross] at quad
  rw [form (transfer n i j t), form n]
  simp only [row]
  rw [sum_mul_transfer h, quad]
  unfold orbitalEnergy
  rw [hg j i]
  ring

/-- With an integer number of electrons, a fractionally occupied spin-orbital is always
accompanied by a second one. -/
theorem exists_second_fractional {N : ℕ} {n : ι → ℝ} (hn : n ∈ occupations N) {i : ι}
    (h0 : 0 < n i) (h1 : n i < 1) : ∃ j, i ≠ j ∧ 0 < n j ∧ n j < 1 := by
  by_contra hcon
  push Not at hcon
  -- otherwise all other occupations are integers, and so is `n i`
  have hint : ∀ j, ∃ z : ℤ, j ≠ i → n j = z := by
    intro j
    by_cases hj : j = i
    · exact ⟨0, fun h => absurd hj h⟩
    · rcases (hn.1 j).1.eq_or_lt with h | h
      · exact ⟨0, fun _ => by rw [← h]; norm_num⟩
      · exact ⟨1, fun _ => by
          rw [le_antisymm (hn.1 j).2 (hcon j (Ne.symm hj) h)]; norm_num⟩
  choose z hz using hint
  have hs : ∑ j ∈ univ.erase i, n j = ((∑ j ∈ univ.erase i, z j : ℤ) : ℝ) := by
    rw [Int.cast_sum]
    exact Finset.sum_congr rfl fun j hj => hz j (Finset.ne_of_mem_erase hj)
  have hi : n i = (((N : ℤ) - ∑ j ∈ univ.erase i, z j : ℤ) : ℝ) := by
    have h := Finset.add_sum_erase univ n (Finset.mem_univ i)
    rw [hs, hn.2] at h
    rw [Int.cast_sub, Int.cast_natCast]
    linarith
  rw [hi] at h0 h1
  have h0' : 0 < (N : ℤ) - ∑ j ∈ univ.erase i, z j := by exact_mod_cast h0
  have h1' : (N : ℤ) - ∑ j ∈ univ.erase i, z j < 1 := by exact_mod_cast h1
  omega

/-- Between two distinct fractionally occupied spin-orbitals some positive charge can be moved
in either direction without leaving the allowed occupations. -/
theorem exists_transfer {N : ℕ} {n : ι → ℝ} (hn : n ∈ occupations N) {i j : ι} (hij : i ≠ j)
    (hi0 : 0 < n i) (hi1 : n i < 1) (hj0 : 0 < n j) (hj1 : n j < 1) :
    ∃ t > 0, transfer n i j t ∈ occupations N ∧ transfer n i j (-t) ∈ occupations N := by
  obtain ⟨t, ht, a1, a2, a3, a4⟩ :
      ∃ t > 0, t ≤ n i ∧ t ≤ 1 - n i ∧ t ≤ n j ∧ t ≤ 1 - n j :=
    ⟨min (min (n i) (1 - n i)) (min (n j) (1 - n j)),
      lt_min (lt_min hi0 (by linarith)) (lt_min hj0 (by linarith)),
      (min_le_left _ _).trans (min_le_left _ _), (min_le_left _ _).trans (min_le_right _ _),
      (min_le_right _ _).trans (min_le_left _ _), (min_le_right _ _).trans (min_le_right _ _)⟩
  have key : ∀ s, -t ≤ s → s ≤ t → transfer n i j s ∈ occupations N := by
    intro s hs1 hs2
    refine ⟨fun k => ?_, ?_⟩
    · simp only [transfer]
      split_ifs with a b b
      · exact absurd (a.symm.trans b) hij
      · rw [a]; constructor <;> linarith
      · rw [b]; constructor <;> linarith
      · constructor <;> linarith [(hn.1 k).1, (hn.1 k).2]
    · have h := sum_mul_transfer (fun _ => (1 : ℝ)) n i j s
      simp only [one_mul, sub_self, mul_zero, add_zero] at h
      rw [h]
      exact hn.2
  exact ⟨t, ht, key t (by linarith) le_rfl, key (-t) le_rfl (by linarith)⟩

/-- If the couplings are symmetric, free of self-interaction and positive between distinct
spin-orbitals, every minimiser of the energy at integer electron number has all occupations
equal to 0 or 1. -/
theorem minimiser_integer (h : ι → ℝ) (g : ι → ι → ℝ) (hg : ∀ a b, g a b = g b a)
    (hd : ∀ a, g a a = 0) (hpos : ∀ a b, a ≠ b → 0 < g a b) {N : ℕ} {n : ι → ℝ}
    (hn : n ∈ occupations N) (hmin : IsMinOn (energy h g) (occupations N) n) (i : ι) :
    n i = 0 ∨ n i = 1 := by
  by_contra hcon
  rw [not_or] at hcon
  have h0 := lt_of_le_of_ne (hn.1 i).1 (Ne.symm hcon.1)
  have h1 := lt_of_le_of_ne (hn.1 i).2 hcon.2
  obtain ⟨j, hij, j0, j1⟩ := exists_second_fractional hn h0 h1
  obtain ⟨t, ht, hp, hq⟩ := exists_transfer hn hij h0 h1 j0 j1
  -- the energy changes of the two opposite transfers have a negative sum
  have ep := isMinOn_iff.mp hmin _ hp
  have eq := isMinOn_iff.mp hmin _ hq
  rw [energy_transfer h g hg, hd i, hd j] at ep eq
  have hc := mul_pos (pow_pos ht 2) (hpos i j hij)
  nlinarith

/-- If the couplings are symmetric, free of self-interaction and non-negative, then for any
allowed fractional occupations some determinant with the same number of electrons has an
energy at most as high. -/
theorem smearing_never_lowers (h : ι → ℝ) (g : ι → ι → ℝ) (hg : ∀ a b, g a b = g b a)
    (hd : ∀ a, g a a = 0) (hnn : ∀ a b, 0 ≤ g a b) {N : ℕ} {n : ι → ℝ}
    (hn : n ∈ occupations N) :
    ∃ S : Finset ι, S.card = N ∧ energy h g (determinant S) ≤ energy h g n := by
  have cont : ∀ (h' : ι → ℝ) (g' : ι → ι → ℝ), Continuous (fun m => energy h' g' m) := by
    intro h' g'
    unfold energy
    fun_prop
  have hK : IsCompact (occupations N : Set (ι → ℝ)) := by
    have he : (occupations N : Set (ι → ℝ)) =
        Set.pi Set.univ (fun _ => Set.Icc (0 : ℝ) 1) ∩ {m | ∑ i, m i = (N : ℝ)} := by
      ext m
      exact ⟨fun q => ⟨fun i _ => q.1 i, q.2⟩, fun q => ⟨fun i => q.1 i (Set.mem_univ i), q.2⟩⟩
    rw [he]
    exact (isCompact_univ_pi fun _ => isCompact_Icc).inter_right
      (isClosed_eq (by fun_prop) continuous_const)
  obtain ⟨m₀, hm₀, hmin⟩ := hK.exists_isMinOn ⟨n, hn⟩ (cont h g).continuousOn
  -- with these couplings `energy 0 q` is the sum of squared occupations
  obtain ⟨q, qs, qd, qo⟩ : ∃ q : ι → ι → ℝ, (∀ a b, q a b = q b a) ∧ (∀ a, q a a = 2) ∧
      ∀ a b, a ≠ b → q a b = 0 := by
    refine ⟨fun a b => if a = b then 2 else 0, fun a b => ?_, fun a => by simp,
      fun a b hab => by simp [hab]⟩
    by_cases hab : a = b
    · simp [hab]
    · simp [hab, Ne.symm hab]
  -- among the minimisers, take one with the largest sum of squares
  obtain ⟨m, hm, hmax⟩ := (hK.inter_right
    (isClosed_le (cont h g) (continuous_const (y := energy h g m₀)))).exists_isMaxOn
    ⟨m₀, hm₀, le_refl (energy h g m₀)⟩ (cont 0 q).continuousOn
  have hmE : energy h g m ≤ energy h g m₀ := hm.2
  have hint : ∀ i, m i = 0 ∨ m i = 1 := by
    intro i
    by_contra hcon
    rw [not_or] at hcon
    have h0 := lt_of_le_of_ne (hm.1.1 i).1 (Ne.symm hcon.1)
    have h1 := lt_of_le_of_ne (hm.1.1 i).2 hcon.2
    obtain ⟨j, hij, j0, j1⟩ := exists_second_fractional hm.1 h0 h1
    obtain ⟨t, ht, hp, hr⟩ := exists_transfer hm.1 hij h0 h1 j0 j1
    have ep := isMinOn_iff.mp hmin _ hp
    have er := isMinOn_iff.mp hmin _ hr
    have tp := energy_transfer h g hg m i j t
    have tr := energy_transfer h g hg m i j (-t)
    rw [hd i, hd j] at tp tr
    have hc := mul_nonneg (sq_nonneg t) (hnn i j)
    -- both transfers lead to minimisers again, and one of them has a larger sum of squares
    have lp : energy h g (transfer m i j t) ≤ energy h g m₀ := by nlinarith
    have lr : energy h g (transfer m i j (-t)) ≤ energy h g m₀ := by nlinarith
    have sp := isMaxOn_iff.mp hmax _ ⟨hp, lp⟩
    have sr := isMaxOn_iff.mp hmax _ ⟨hr, lr⟩
    rw [energy_transfer 0 q qs, qd i, qd j, qo i j hij] at sp sr
    nlinarith [pow_pos ht 2]
  have hS : determinant (univ.filter fun i => m i = 1) = m := by
    funext i
    rcases hint i with hi | hi <;> simp [determinant, hi]
  have hcard : ∀ S : Finset ι, ∑ i, determinant S i = (S.card : ℝ) := by
    intro S
    simp [determinant]
  refine ⟨univ.filter fun i => m i = 1, ?_, ?_⟩
  · have hc := hcard (univ.filter fun i => m i = 1)
    rw [hS, hm.1.2] at hc
    exact_mod_cast hc.symm
  · rw [hS]
    exact hmE.trans (isMinOn_iff.mp hmin n hn)

/-- One electron shared in fractions `x` and `1 - x` between two spin-orbitals of equal
one-electron energy `e` and coupling `u` has the energy `e + u x (1 - x)`. -/
theorem degenerate_pair (e u x : ℝ) :
    energy (fun _ : Fin 2 => e) (fun a b => if a = b then 0 else u) ![x, 1 - x] =
      e + u * x * (1 - x) := by
  simp [energy, Fin.sum_univ_two]
  ring

end

end HartreeFockOccupations
```

```lean
#print axioms HartreeFockOccupations.minimiser_integer
#print axioms HartreeFockOccupations.smearing_never_lowers
#print axioms HartreeFockOccupations.degenerate_pair
```

```
'HartreeFockOccupations.minimiser_integer' depends on axioms: [propext, Classical.choice, Quot.sound]
'HartreeFockOccupations.smearing_never_lowers' depends on axioms: [propext, Classical.choice, Quot.sound]
'HartreeFockOccupations.degenerate_pair' depends on axioms: [propext, Classical.choice, Quot.sound]
```

## From the transfer formula to the two theorems

`sum_mul_transfer` gives the change t(f_i − f_j) of any one-electron sum. `energy_transfer` applies it to each row of `g`, which gives the new mean field, and then to that mean field summed over the new occupations. The step `cross` is where symmetry merges the linear terms.

`exists_second_fractional` is the integer argument: it writes `n i` as an integer, and `omega` rejects an integer strictly between 0 and 1. `exists_transfer` takes the minimum of the four margins and shows that every transfer between −t and t is allowed.

In `minimiser_integer`, `ep` and `eq` say that neither transfer lowers the energy, `hc` says that t²g_ij is positive, and `nlinarith` combines the three into a contradiction.

In `smearing_never_lowers`, `hK` is the compactness of the allowed set, `m₀` a minimiser, and `m` a minimiser with the largest Q. The code obtains Q from the energy functional itself: with zero one-electron energies and couplings `q` equal to 2 on the diagonal and 0 elsewhere, `energy 0 q` is Σ_k n_k². The same `energy_transfer` thus supplies both ΔE and ΔQ. The last lines recover `S` as the set of orbitals where `m` equals 1 and count its members.

The Mathlib device that carries minimality through both proofs is `IsMinOn`. `IsMinOn f s a` is defined through a filter, but `isMinOn_iff` unfolds it to the familiar condition that f(a) ≤ f(x) for every x in s. It does not say that a itself lies in s, which is why `minimiser_integer` has the separate hypothesis `hn`. Each use of `isMinOn_iff.mp hmin _ hp` compares the minimiser with one transferred occupation, and `hp` is the evidence that this occupation is allowed. For the second theorem, `IsCompact.exists_isMinOn` produces such a minimiser from compactness and continuity, and `exists_isMaxOn` does the same for the largest Q.

## Self-repulsion brings fractional occupations back

Give each orbital of the degenerate pair a self-interaction v. By the same calculation,

E = e + v/2 + (u − v) x(1 − x).

For v > u > 0, the half-and-half occupation lies (v − u)/4 below both determinants, although the coupling between the orbitals is positive. This is the electrostatic intuition of the question, and it holds in a functional that keeps enough self-repulsion. The transfer formula shows where the line runs: the argument for integer minimisers needs only (g_ii + g_jj)/2 < g_ij for every pair of distinct orbitals, and the example violates that inequality. Hartree-Fock satisfies it because exchange cancels the diagonal couplings and leaves those between distinct orbitals positive.
